# The Francis–Payne correction leaves a second-order error in a smooth model of the plane-wave energy

**Q:** I compute a crystal's energy at a series of volumes with the cutoff held fixed, and the curve is jagged. Plane waves enter the basis in groups as the cell grows, and the energy drops each time. Fitted to such points, an equation of state can give a poor bulk modulus. The Francis–Payne correction is meant to repair this. What can be proved about it?

**A:** Suppose that the energy depends on the basis only through the volume and the number of plane waves, and that its slope in the logarithm of the cutoff changes at a bounded rate. Then the corrected energy differs from the smooth curve by a term of second order in $\ln(N/N_0)$. Here $N$ is the actual number of plane waves and $N_0$ the number expected from the cutoff.

**Q:** Derive it for me before you show any Lean.

**A:** Let $V$ be the cell volume and $e=\ln E_{\rm cut}$, with $E_{\rm cut}$ a pure number in some fixed energy unit. The continuum estimate of the count is
$$N_0 = c\,V\exp(3e/2).$$
The constant $c>0$ collects the numerical factors, independent of volume and cutoff, that come from counting the reciprocal-lattice points in the cutoff sphere. In Hartree atomic units the sphere has radius $k=\sqrt{2E_{\rm cut}}$ and holds $Vk^3/(6\pi^2)$ points, so $c=\sqrt2/(3\pi^2)$.

Now ask which log-cutoff $x_N$ would give exactly $N$ waves. Solving $cV\exp(3x_N/2)=N$ gives
$$x_N=\tfrac23\ln\frac{N}{cV}.$$
Since $cV=N_0\exp(-3e/2)$, this becomes
$$x_N=\tfrac23\left(\ln\frac{N}{N_0}+\tfrac32 e\right)=e+s,\qquad s=\tfrac23\ln\frac{N}{N_0}.$$
A count that misses $N_0$ therefore acts as a shift $s$ of the log-cutoff. Let $E(V,e)$ be the smooth energy and $E_e$ its derivative in $e$. The calculation returns $E(V,e+s)$, and the correction subtracts the linear part of the shift:
$$E_{\rm corr}=E(V,e+s)-s\,E_e(V,e).$$

**Q:** And the remaining error?

**A:** Assume that $|E_e(V,x)-E_e(V,e)|\le L|x-e|$ for every $x$ between $e$ and $e+s$. Follow the remainder along the segment with a parameter $t$ from 0 to 1:
$$r(t)=E(V,e+ts)-E(V,e)-ts\,E_e(V,e).$$
Then $r(0)=0$, and
$$|r'(t)|=|s|\,|E_e(V,e+ts)-E_e(V,e)|\le L\,t\,s^2.$$
The right-hand side is the derivative of $Ls^2t^2/2$, which also starts at zero, so $|r(1)|\le Ls^2/2$. Inserting $s$ gives
$$|E_{\rm corr}-E(V,e)|\le\tfrac29L\ln^2\frac{N}{N_0}.$$
If the count is 1% too high, the uncorrected error is about $0.0066\,|E_e|$ to first order, while the bound after correction is about $2.2\times10^{-5}L$.

**Q:** Fine. Now show me that the Lean code speaks of the same quantities.

**A:** It starts with the count. All quantities are real numbers, and `e` is the log-cutoff, not Euler's number; the exponential is written `exp`.

```lean
import Mathlib

open Real

namespace FrancisPayne

noncomputable section

/-- Continuum estimate `N0 = c V exp(3e/2)` of the number of plane waves in a cell of volume `V`
at logarithmic cutoff `e = ln Ecut`. -/
def planeWaveCount (c V e : ℝ) : ℝ := c * V * exp (3 * e / 2)
```

The effective cutoff $x_N$ is defined by its closed formula.

```lean
/-- Effective logarithmic cutoff of a basis of `N` plane waves in a cell of volume `V`,
for positive `c`, `V` and `N`. -/
def effLogCutoff (c V N : ℝ) : ℝ := 2 / 3 * log (N / (c * V))
```

**Q:** You let `N` be real. A number of plane waves is an integer.

**A:** Every positive integer is included. A real `N` also admits an average count over k-points, and it lets us differentiate with respect to the count.

**Q:** Where does the energy of my actual calculation come in?

**A:** In the next definition. `E V` is the energy at volume `V` as a function of the log-cutoff, and the finite-basis energy is that function at $x_N$.

```lean
/-- Energy obtained with `N` plane waves: the smooth energy `E(V, e)` taken at the effective
logarithmic cutoff, for positive `c`, `V` and `N`. -/
def finiteBasisEnergy (E : ℝ → ℝ → ℝ) (c V N : ℝ) : ℝ := E V (effLogCutoff c V N)
```

**Q:** That is my main doubt. You have defined the computed energy to be what the correction needs it to be.

**A:** Yes, and this is the step from the model to a real calculation that no hypothesis covers. A real basis is a particular set of plane waves, and two sets of the same size need not give the same energy. The theorems apply to a calculation as far as its energy follows a smooth function of volume and count.

The corrected energy is then $E_{\rm corr}$ as above, with `deriv (E V) e` for $E_e(V,e)$.

```lean
/-- Francis-Payne corrected energy: the finite-basis energy minus `(2/3) ln(N/N0)` times the slope
of `E` in the logarithmic cutoff at the nominal `e`, for positive `c`, `V`, `N` and
`E` differentiable in `e`. -/
def correctedEnergy (E : ℝ → ℝ → ℝ) (c V e N : ℝ) : ℝ :=
  finiteBasisEnergy E c V N - 2 / 3 * log (N / planeWaveCount c V e) * deriv (E V) e
```

**Q:** Is the sign right?

**A:** Check it with a basis that is too small. Then $\ln(N/N_0)<0$, and $E_e\le0$ for a variational energy, so the product is non-negative and subtracting it lowers an energy that was too high. The theorems themselves assume no sign for the slope.

**Q:** You put in the formula for $x_N$ by definition. What ties it to the count?

**A:** This equivalence: for positive `c`, `V` and `N`, the continuum count at `x` equals `N` exactly when `x` is the effective cutoff.

```lean
/-- For positive `c`, `V` and `N`, the effective logarithmic cutoff is the only one at which the
continuum estimate gives exactly `N` plane waves. -/
theorem planeWaveCount_eq_iff {c V N : ℝ} (hc : 0 < c) (hV : 0 < V) (hN : 0 < N) (x : ℝ) :
    planeWaveCount c V x = N ↔ x = effLogCutoff c V N := by
  have hcV : c * V ≠ 0 := by positivity
  unfold planeWaveCount effLogCutoff
  constructor
  · intro h
    rw [← h, mul_div_cancel_left₀ _ hcV, log_exp]
    ring
  · intro h
    have h' : 3 * x / 2 = log (N / (c * V)) := by
      rw [h]
      ring
    rw [h', exp_log (by positivity), mul_div_cancel₀ _ hcV]
```

One direction substitutes the count for `N`, cancels $cV$ and takes the logarithm of the exponential. The other exponentiates $3x/2=\ln(N/(cV))$. So the effective cutoff exists and is unique. The shift formula comes next.

```lean
/-- For positive `c`, `V` and `N`, an actual count `N` in place of the nominal `N0` shifts the
logarithmic cutoff by `(2/3) ln(N/N0)`. -/
theorem effLogCutoff_eq_shift {c V N : ℝ} (hc : 0 < c) (hV : 0 < V) (hN : 0 < N) (e : ℝ) :
    effLogCutoff c V N = e + 2 / 3 * log (N / planeWaveCount c V e) := by
  have hq : N / (c * V) ≠ 0 := by positivity
  unfold effLogCutoff planeWaveCount
  rw [← div_div N (c * V), log_div hq (exp_ne_zero _), log_exp]
  ring
```

The proof writes $N/N_0$ as $N/(cV)$ divided by the exponential, and `log_div` splits the logarithm, as in the derivation above.

**Q:** How sensitive is the energy to a few extra plane waves?

**A:** At fixed volume its derivative with respect to the count is $\frac{2}{3N}E_e$, with the slope taken at the effective cutoff $x_N$ and not at the nominal $e$.

```lean
/-- At fixed positive volume, with `c` and `N` positive, the finite-basis energy changes with the
number of plane waves at the rate `2/(3N)` times the slope of `E` in the logarithmic cutoff, taken
at the effective cutoff for `N` plane waves, provided `E` is differentiable in the logarithmic
cutoff there. -/
theorem hasDerivAt_finiteBasisEnergy {E : ℝ → ℝ → ℝ} {c V N : ℝ} (hc : 0 < c) (hV : 0 < V)
    (hN : 0 < N) (hE : DifferentiableAt ℝ (E V) (effLogCutoff c V N)) :
    HasDerivAt (fun M => finiteBasisEnergy E c V M)
      (2 / (3 * N) * deriv (E V) (effLogCutoff c V N)) N := by
  have hq : N / (c * V) ≠ 0 := by positivity
  have hlog : HasDerivAt (fun M => effLogCutoff c V M) (2 / (3 * N)) N := by
    unfold effLogCutoff
    refine ((((hasDerivAt_id' N).div_const (c * V)).log hq).const_mul (2 / 3)).congr_deriv ?_
    field_simp
  exact (hE.hasDerivAt.comp N hlog).congr_deriv (mul_comm _ _)
```

The step `hlog` differentiates the logarithm to get $2/(3N)$, and the chain rule, `comp`, supplies the slope of the energy. Differentiability is needed only at $x_N$ here.

**Q:** Now the error estimate. Did you need a second derivative?

**A:** No. The estimate is stated for any differentiable function `f` whose slope satisfies the bound between two points `a` and `b`. The notation `Set.uIcc a b` means the closed interval between them in either order, so bases that are too small and too large are treated together. If $E$ is twice differentiable in $e$, a bound $|E_{ee}|\le L$ on the interval gives the hypothesis through the mean value theorem.

```lean
/-- First-order Taylor estimate: if the slope of a differentiable `f` departs from its value at `a`
by at most `L` times the distance from `a`, on the segment from `a` to `b`, then the linear
extrapolation from `a` to `b` errs by at most `L (b - a)² / 2`. -/
theorem linear_extrapolation_error {f : ℝ → ℝ} (hf : Differentiable ℝ f) {a b L : ℝ}
    (h : ∀ x ∈ Set.uIcc a b, |deriv f x - deriv f a| ≤ L * |x - a|) :
    |f b - f a - (b - a) * deriv f a| ≤ L / 2 * (b - a) ^ 2 := by
  -- the remainder along the segment, with parameter t from 0 to 1
  have hg : ∀ t : ℝ, HasDerivAt
      (fun t => f (a + t * (b - a)) - f a - t * ((b - a) * deriv f a))
      ((b - a) * (deriv f (a + t * (b - a)) - deriv f a)) t := by
    intro t
    have h0 : HasDerivAt (fun t : ℝ => a + t * (b - a)) (b - a) t :=
      (((hasDerivAt_id' t).mul_const (b - a)).const_add a).congr_deriv (one_mul _)
    have h1 := (hf (a + t * (b - a))).hasDerivAt.comp t h0
    have h2 := (hasDerivAt_id' t).mul_const ((b - a) * deriv f a)
    exact ((h1.sub_const (f a)).fun_sub h2).congr_deriv (by ring)
  have hB : ∀ t : ℝ, HasDerivAt (fun t => L / 2 * (b - a) ^ 2 * (t * t))
      (L * t * (b - a) ^ 2) t := fun t =>
    (((hasDerivAt_id' t).fun_mul (hasDerivAt_id' t)).const_mul
      (L / 2 * (b - a) ^ 2)).congr_deriv (by ring)
  -- its slope is bounded by the slope of a parabola
  have hbound : ∀ t ∈ Set.Ico (0 : ℝ) 1,
      ‖(b - a) * (deriv f (a + t * (b - a)) - deriv f a)‖ ≤ L * t * (b - a) ^ 2 := by
    rintro t ⟨ht0, ht1⟩
    have hmem : a + t * (b - a) ∈ Set.uIcc a b := by
      rw [Set.mem_uIcc]
      rcases le_total a b with hab | hab
      · left
        constructor <;> nlinarith
      · right
        constructor <;> nlinarith
    have k := h _ hmem
    rw [add_sub_cancel_left, abs_mul t, abs_of_nonneg ht0] at k
    rw [Real.norm_eq_abs, abs_mul]
    calc |b - a| * |deriv f (a + t * (b - a)) - deriv f a|
        ≤ |b - a| * (L * (t * |b - a|)) := mul_le_mul_of_nonneg_left k (abs_nonneg _)
      _ = L * t * |b - a| ^ 2 := by ring
      _ = L * t * (b - a) ^ 2 := by rw [sq_abs]
  have key := image_norm_le_of_norm_deriv_right_le_deriv_boundary
    (fun t _ => (hg t).continuousAt.continuousWithinAt)
    (fun t _ => (hg t).hasDerivWithinAt) (by simp) hB hbound
    (Set.right_mem_Icc.mpr (zero_le_one' ℝ))
  simpa only [Real.norm_eq_abs, one_mul, mul_one, add_sub_cancel] using key
```

Here `hg` computes $r'(t)$ with $s=b-a$, and `hB` does the same for the parabola $Ls^2t^2/2$. The step `hbound` first checks that $a+t(b-a)$ lies between the endpoints, then derives $|r'(t)|\le Lts^2$ from the hypothesis. The Mathlib theorem used in `key` turns this comparison of slopes into a comparison of values, and the last line reads it at $t=1$.

**Q:** And with the physical quantities put back?

**A:** Take `a` as the nominal log-cutoff and `b` as the effective one.

```lean
/-- Accuracy of the Francis-Payne correction, for positive `c`, `V`, `N` and `E` differentiable in
the logarithmic cutoff: if its slope departs from the nominal one by at most `L` times the distance
from `e`, along the shift, the corrected energy is within `(2/9) L ln²(N/N0)` of `E(V, e)`. -/
theorem correctedEnergy_error {E : ℝ → ℝ → ℝ} {c V e N L : ℝ} (hc : 0 < c) (hV : 0 < V)
    (hN : 0 < N) (hE : Differentiable ℝ (E V))
    (hL : ∀ x ∈ Set.uIcc e (effLogCutoff c V N),
      |deriv (E V) x - deriv (E V) e| ≤ L * |x - e|) :
    |correctedEnergy E c V e N - E V e|
      ≤ 2 / 9 * L * log (N / planeWaveCount c V e) ^ 2 := by
  have key := linear_extrapolation_error hE hL
  have hd : effLogCutoff c V N - e = 2 / 3 * log (N / planeWaveCount c V e) := by
    linarith [effLogCutoff_eq_shift hc hV hN e]
  rw [hd] at key
  have h1 : correctedEnergy E c V e N - E V e = E V (effLogCutoff c V N) - E V e
      - 2 / 3 * log (N / planeWaveCount c V e) * deriv (E V) e := by
    unfold correctedEnergy finiteBasisEnergy
    ring
  rw [h1]
  exact key.trans_eq (by ring)
```

In words: let `c`, `V` and `N` be positive, and let the energy at this volume be differentiable in the log-cutoff. If the slope departs from its nominal value by at most $L$ times the distance from $e$, all along the shift, then the corrected energy lies within $\frac29L\ln^2(N/N_0)$ of $E(V,e)$. In the proof, `hd` identifies $b-a$ with $\frac23\ln(N/N_0)$, `h1` unfolds the definition of the corrected energy, and the final `ring` turns $\frac L2\cdot\frac49$ into $\frac29L$.

**Q:** Within that distance of $E(V,e)$, but not of the converged energy.

**A:** Correct. $E(V,e)$ is the smooth energy at the nominal cutoff, and it still carries the error of a finite cutoff. The theorem also uses the exact slope. If you estimate $E_e$ from runs at several cutoffs, an error $\delta$ in the slope adds up to $|s\,\delta|$ to the error of the corrected energy.

**Q:** Could the factor $\frac29$ be made smaller?

**A:** Not in general, because an energy quadratic in the log-cutoff attains the bound.

```lean
/-- For an energy quadratic in the logarithmic cutoff with curvature `L`, and positive `c`, `V`,
`N`, the error of the corrected energy is exactly `(2/9) L ln²(N/N0)`. -/
theorem correctedEnergy_error_quadratic (E₀ b : ℝ → ℝ) (L : ℝ) {c V N : ℝ} (hc : 0 < c)
    (hV : 0 < V) (hN : 0 < N) (e : ℝ) :
    correctedEnergy (fun V x => E₀ V + b V * x + L / 2 * x ^ 2) c V e N
        - (E₀ V + b V * e + L / 2 * e ^ 2)
      = 2 / 9 * L * log (N / planeWaveCount c V e) ^ 2 := by
  have hd : HasDerivAt (fun x => E₀ V + b V * x + L / 2 * x ^ 2) (b V + L * e) e := by
    simp only [pow_two]
    exact ((((hasDerivAt_id' e).const_mul (b V)).const_add (E₀ V)).fun_add
      (((hasDerivAt_id' e).fun_mul (hasDerivAt_id' e)).const_mul (L / 2))).congr_deriv (by ring)
  unfold correctedEnergy finiteBasisEnergy
  rw [hd.deriv, effLogCutoff_eq_shift hc hV hN e]
  ring
```

The coefficients `E₀` and `b` are arbitrary functions of the volume; `E₀` is an energy offset and has nothing to do with $N_0$. Here `L` is the curvature itself and may have either sign, and the theorem gives the signed error. For $L\ge0$ the slope hypothesis of the previous theorem holds with this same $L$, and the error equals the bound. The proof computes the slope $b(V)+Le$ in `hd`, inserts the shift and expands.

**Q:** My complaint was about jumps in the curve. A bound at one count is not yet a statement about a jump.

**A:** At a volume where a group of plane waves enters, compare the two counts `N` and `M` on either side of the step, at the same volume and nominal cutoff.

```lean
/-- Corrected energies from two basis sets with `N` and `M` plane waves, at the same volume and
nominal cutoff, differ by at most `(2/9) L (ln²(N/N0) + ln²(M/N0))`, under the conditions of
`correctedEnergy_error` for both. -/
theorem correctedEnergy_jump {E : ℝ → ℝ → ℝ} {c V e N M L : ℝ} (hc : 0 < c) (hV : 0 < V)
    (hN : 0 < N) (hM : 0 < M) (hE : Differentiable ℝ (E V))
    (hLN : ∀ x ∈ Set.uIcc e (effLogCutoff c V N),
      |deriv (E V) x - deriv (E V) e| ≤ L * |x - e|)
    (hLM : ∀ x ∈ Set.uIcc e (effLogCutoff c V M),
      |deriv (E V) x - deriv (E V) e| ≤ L * |x - e|) :
    |correctedEnergy E c V e N - correctedEnergy E c V e M|
      ≤ 2 / 9 * L * (log (N / planeWaveCount c V e) ^ 2
        + log (M / planeWaveCount c V e) ^ 2) := by
  have h1 := abs_le.mp (correctedEnergy_error hc hV hN hE hLN)
  have h2 := abs_le.mp (correctedEnergy_error hc hV hM hE hLM)
  rw [mul_add, abs_le]
  constructor <;> linarith [h1.1, h1.2, h2.1, h2.2]

end

end FrancisPayne
```

Without the correction the jump is $\frac23\ln(N/M)\,E_e$ to first order. With it, the jump is at most $\frac29L$ times the sum of the two squared logarithms. Each corrected energy is close to the same $E(V,e)$, and the proof adds the two error bounds. One `L` has to serve for both shifts, so take the larger if they differ.

**Q:** Does this also give me the stress?

**A:** No. The volume is fixed in every theorem, so the derivative of the energy along constant count, which contains the Pulay term, is a separate matter. The result bears on energy–volume curves from plane-wave electronic-structure calculations, for energies that follow the smooth model: it bounds the error that remains at each volume after the correction, and the jump that remains where the count changes.

```lean
#print axioms FrancisPayne.hasDerivAt_finiteBasisEnergy
#print axioms FrancisPayne.correctedEnergy_error
#print axioms FrancisPayne.correctedEnergy_error_quadratic
#print axioms FrancisPayne.correctedEnergy_jump
```

```
'FrancisPayne.hasDerivAt_finiteBasisEnergy' depends on axioms: [propext, Classical.choice, Quot.sound]
'FrancisPayne.correctedEnergy_error' depends on axioms: [propext, Classical.choice, Quot.sound]
'FrancisPayne.correctedEnergy_error_quadratic' depends on axioms: [propext, Classical.choice, Quot.sound]
'FrancisPayne.correctedEnergy_jump' depends on axioms: [propext, Classical.choice, Quot.sound]
```
